# Biorthogonal closure for a matrix with distinct eigenvalues

The matrix $A=\begin{pmatrix}1&1\\0&2\end{pmatrix}$ has eigenvalues 1 and 2, with normalised eigenvectors $(1,0)$ and $(1,1)/\sqrt2$. If we sum their ket-bras as we would for a Hermitian matrix, we get $\begin{pmatrix}3/2&1/2\\1/2&1/2\end{pmatrix}$, not the identity, so an expansion built on that sum returns the wrong vector. The bras must come from the left eigenvectors, and each term must be divided by a left-right overlap. That division fails if an overlap vanishes, which does happen for some matrices with repeated eigenvalues.

Let $A$ be a complex $n\times n$ matrix with $n$ distinct eigenvalues $a_i$, and let $x_i,p_i$ be nonzero vectors with
$$Ax_i=a_ix_i,\qquad A^\dagger p_i=\bar a_i\,p_i .$$
Write $\langle p,x\rangle=p^\dagger x=\sum_k\bar p_kx_k$. Then every $\langle p_i,x_i\rangle$ is nonzero, and
$$\sum_i P_i=1,\qquad P_i=\frac{x_ip_i^\dagger}{\langle p_i,x_i\rangle}.$$

One such matrix is $S^{-1}H$, from the generalised eigenproblem $Hx=\varepsilon Sx$ of ultrasoft and projector augmented-wave methods: in a finite basis, with $H$ Hermitian, $S$ positive definite and no degeneracy, the left eigenvectors can be taken as $p_i=Sx_i$.

## From two evaluations of a matrix element to the identity

The adjoint of the left equation is $p_i^\dagger A=a_ip_i^\dagger$. Acting with $A$ to the left and to the right therefore gives
$$a_i\langle p_i,x_j\rangle=p_i^\dagger Ax_j=a_j\langle p_i,x_j\rangle .$$
Hence $(a_i-a_j)\langle p_i,x_j\rangle=0$, and the overlap vanishes for $i\ne j$.

The $x_j$ are linearly independent. If $\sum_jc_jx_j=0$, applying $\prod_{k\ne m}(A-a_k)$ removes every term but one and leaves $c_m\prod_{k\ne m}(a_m-a_k)\,x_m=0$, so $c_m=0$. Being $n$ in number, they form a basis, and two matrices that agree on all of them are equal.

Suppose now that $\langle p_i,x_i\rangle=0$. Then $p_i$ is orthogonal to every basis vector, hence to itself, and $p_i=0$, contrary to assumption. So $P_i$ is well defined, and
$$P_ix_j=\frac{\langle p_i,x_j\rangle}{\langle p_i,x_i\rangle}\,x_i=\delta_{ij}x_j .$$
For any numbers $f_i$ it follows that $\big(\sum_if_iP_i\big)x_j=f_jx_j$. With all $f_i=1$ the sum agrees with the identity on a basis, which proves the closure relation.

The same comparison on the basis gives three more identities:
$$P_iP_j=\delta_{ij}P_i,\qquad A^k=\sum_ia_i^kP_i,\qquad (z-A)\sum_i\frac{P_i}{z-a_i}=1,$$
the last for $z$ different from every $a_i$. On $x_j$, the first product gives $x_j$ only when both projectors carry the label $j$; both sides of the second give $a_j^kx_j$; and in the third the factors $(z-a_j)^{-1}$ and $z-a_j$ cancel.

## Vectors, overlaps and the eigenvalue data in Lean

The finite type `n` labels both the vector components and the eigenvalues, so there are exactly as many eigenvalues as dimensions.

```lean
import Mathlib

open Matrix

namespace BiorthogonalEigenvectors

noncomputable section

variable {n : Type*} [Fintype n] [DecidableEq n]
```

The overlap is conjugate-linear in its first argument. In Lean, `star p` conjugates the components and `⬝ᵥ` is the plain sum of products.

```lean
/-- The Hermitian overlap `⟨p, x⟩`, conjugate-linear in `p`. -/
def overlap (p x : n → ℂ) : ℂ := star p ⬝ᵥ x
```

`vecMulVec x (star p)` is the matrix $xp^\dagger$. The definition divides it by the overlap, so rescaling either vector by a nonzero number does not change the projector.

```lean
/-- The normalised ket-bra `x pᴴ / ⟨p, x⟩`. -/
def obliqueProjector (p x : n → ℂ) : Matrix n n ℂ :=
  (overlap p x)⁻¹ • vecMulVec x (star p)
```

The hypotheses are collected in `EigenSystem`: distinct eigenvalues (`distinct`), the two eigenvalue equations, and nonzero vectors. Neither Hermiticity nor normality is required, and biorthogonality is not assumed. Distinctness is the restrictive condition: physically, there are no degenerate levels.

```lean
/-- A full set of distinct eigenvalues `a i` of `A`, with nonzero right eigenvectors `x i`
and nonzero left eigenvectors `p i`. -/
structure EigenSystem (A : Matrix n n ℂ) (a : n → ℂ) (x p : n → n → ℂ) : Prop where
  distinct : Function.Injective a
  right : ∀ i, A *ᵥ x i = a i • x i
  left : ∀ i, Aᴴ *ᵥ p i = star (a i) • p i
  right_ne : ∀ i, x i ≠ 0
  left_ne : ∀ i, p i ≠ 0
```

## Biorthogonality and nonzero overlaps

The first lemma is the rule $(up^\dagger)v=\langle p,v\rangle u$, checked component by component.

```lean
omit [DecidableEq n] in
/-- The ket-bra `u pᴴ` sends `v` to `⟨p, v⟩ u`. -/
theorem ketbra_mulVec (u p v : n → ℂ) :
    vecMulVec u (star p) *ᵥ v = overlap p v • u := by
  ext k
  simp only [Matrix.mulVec, dotProduct, Matrix.vecMulVec_apply, Pi.smul_apply, smul_eq_mul,
    overlap, Finset.sum_mul]
  exact Finset.sum_congr rfl fun l _ => by ring
```

Next comes the double evaluation of $p_i^\dagger Ax_j$. In the proof, `hl` is the adjoint of the left equation, `e` equates the two evaluations, and `e'` is the factored form. Distinctness rules out the factor $a_i-a_j$.

```lean
variable {A : Matrix n n ℂ} {a : n → ℂ} {x p : n → n → ℂ}

omit [DecidableEq n] in
/-- Left and right eigenvectors belonging to different eigenvalues are orthogonal. -/
theorem EigenSystem.overlap_eq_zero (h : EigenSystem A a x p) {i j : n} (hij : i ≠ j) :
    overlap (p i) (x j) = 0 := by
  have hl := congrArg star (h.left i)
  rw [Matrix.star_mulVec, conjTranspose_conjTranspose, star_smul, star_star] at hl
  -- evaluate `⟨p i, A x j⟩` by acting to the right and to the left
  have e := Matrix.dotProduct_mulVec (star (p i)) A (x j)
  rw [hl, h.right j, dotProduct_smul, smul_dotProduct, smul_eq_mul, smul_eq_mul] at e
  have e' : (a i - a j) * overlap (p i) (x j) = 0 := by
    unfold overlap
    linear_combination -e
  exact (mul_eq_zero.mp e').resolve_left (sub_ne_zero.mpr fun q => hij (h.distinct q))
```

The comparison principle takes linear independence from Mathlib's theorem on eigenvectors with distinct eigenvalues, then counts dimensions to obtain a spanning set.

```lean
/-- Two matrices that act alike on all the right eigenvectors are equal. -/
theorem EigenSystem.matrix_ext (h : EigenSystem A a x p) {B C : Matrix n n ℂ}
    (hBC : ∀ j, B *ᵥ x j = C *ᵥ x j) : B = C := by
  have hli : LinearIndependent ℂ x :=
    Module.End.eigenvectors_linearIndependent' (Matrix.toLin' A) a h.distinct x fun i =>
      ⟨Module.End.mem_eigenspace_iff.mpr (by rw [Matrix.toLin'_apply]; exact h.right i),
        h.right_ne i⟩
  -- `n` independent vectors span the whole space
  have hspan := hli.span_eq_top_of_card_eq_finrank' (by simp)
  apply Matrix.toLin'.injective
  exact LinearMap.ext_on_range hspan fun i => by
    rw [Matrix.toLin'_apply, Matrix.toLin'_apply]; exact hBC i
```

The nonvanishing proof expresses orthogonality to a basis through a matrix. Every row of `vecMulVec (fun _ => 1) (star (p i))` is $p_i^\dagger$. If $\langle p_i,x_i\rangle$ were zero, this matrix would annihilate every $x_j$ and so be zero; its diagonal entries then give $p_i=0$.

```lean
/-- The overlap of the left and right eigenvectors of the same eigenvalue is nonzero. -/
theorem EigenSystem.overlap_ne_zero (h : EigenSystem A a x p) (i : n) :
    overlap (p i) (x i) ≠ 0 := by
  intro h0
  -- otherwise `p i` is orthogonal to every right eigenvector
  have hz : vecMulVec (fun _ : n => (1 : ℂ)) (star (p i)) = 0 := h.matrix_ext fun j => by
    rw [ketbra_mulVec, Matrix.zero_mulVec]
    by_cases hij : i = j
    · subst hij
      rw [h0, zero_smul]
    · rw [h.overlap_eq_zero hij, zero_smul]
  apply h.left_ne i
  ext k
  have hk := congrFun (congrFun hz k) k
  simpa [Matrix.vecMulVec_apply] using hk
```

## The closure relation

The next two results are $P_ix_j=\delta_{ij}x_j$ and its weighted sum, in which only the term $i=j$ survives.

```lean
/-- The projector of level `i` keeps `x i` and removes every other right eigenvector. -/
theorem EigenSystem.projector_mulVec (h : EigenSystem A a x p) (i j : n) :
    obliqueProjector (p i) (x i) *ᵥ x j = if i = j then x j else 0 := by
  rw [obliqueProjector, Matrix.smul_mulVec, ketbra_mulVec, smul_smul]
  by_cases hij : i = j
  · subst hij
    rw [inv_mul_cancel₀ (h.overlap_ne_zero i), one_smul, if_pos rfl]
  · rw [h.overlap_eq_zero hij, mul_zero, zero_smul, if_neg hij]

/-- The weighted sum `∑ f i P i` of the projectors multiplies `x j` by `f j`. -/
theorem EigenSystem.sum_mulVec (h : EigenSystem A a x p) (f : n → ℂ) (j : n) :
    (∑ i, f i • obliqueProjector (p i) (x i)) *ᵥ x j = f j • x j := by
  rw [Matrix.sum_mulVec, Finset.sum_eq_single j]
  · rw [Matrix.smul_mulVec, h.projector_mulVec, if_pos rfl]
  · intro i _ hij
    rw [Matrix.smul_mulVec, h.projector_mulVec, if_neg hij, smul_zero]
  · intro hj
    exact absurd (Finset.mem_univ j) hj
```

The main theorem states both conclusions, with the normalised ket-bras written out. Its proof sets all weights to one and applies the comparison principle.

```lean
/-- Biorthogonal closure relation: every `⟨p i, x i⟩` is nonzero, and the sum of
`x i (p i)ᴴ / ⟨p i, x i⟩` is the identity. -/
theorem EigenSystem.closure (h : EigenSystem A a x p) :
    (∀ i, overlap (p i) (x i) ≠ 0) ∧
      ∑ i, (overlap (p i) (x i))⁻¹ • vecMulVec (x i) (star (p i)) = 1 := by
  refine ⟨h.overlap_ne_zero, h.matrix_ext fun j => ?_⟩
  have hs := h.sum_mulVec (fun _ => 1) j
  simp only [one_smul, obliqueProjector] at hs
  rw [hs, Matrix.one_mulVec]
```

## Products, powers and the resolvent

For products of projectors, the proof applies both sides to $x_k$ and separates the cases of equal and unequal labels.

```lean
/-- The projectors are idempotent, and those of different levels annihilate each other. -/
theorem EigenSystem.projector_mul (h : EigenSystem A a x p) (i j : n) :
    obliqueProjector (p i) (x i) * obliqueProjector (p j) (x j) =
      if i = j then obliqueProjector (p i) (x i) else 0 := by
  refine h.matrix_ext fun k => ?_
  rw [← Matrix.mulVec_mulVec, h.projector_mulVec j k]
  by_cases hij : i = j
  · subst hij
    by_cases hik : i = k
    · simp [hik]
    · simp [hik, h.projector_mulVec]
  · by_cases hjk : j = k
    · subst hjk
      simp [hij, h.projector_mulVec]
    · simp [hij, hjk]
```

The formula for powers uses induction on $k$, through $A^{k+1}x_j=A^k(a_jx_j)$.

```lean
/-- Spectral decomposition of every power of `A`: `A ^ k = ∑ (a i) ^ k P i`. -/
theorem EigenSystem.pow_eq_sum (h : EigenSystem A a x p) (k : ℕ) :
    A ^ k = ∑ i, a i ^ k • obliqueProjector (p i) (x i) := by
  refine h.matrix_ext fun j => ?_
  rw [h.sum_mulVec (fun i => a i ^ k) j]
  induction k with
  | zero => simp
  | succ k ih =>
    rw [pow_succ, ← Matrix.mulVec_mulVec, h.right, Matrix.mulVec_smul, ih, smul_smul, pow_succ']
```

The resolvent expansion is stated as a right inverse of $z-A$, which for a square matrix is also a left inverse.

```lean
/-- Away from the eigenvalues, `∑ P i / (z - a i)` is a right inverse of `z - A`. -/
theorem EigenSystem.resolvent (h : EigenSystem A a x p) {z : ℂ} (hz : ∀ i, z ≠ a i) :
    (z • (1 : Matrix n n ℂ) - A) *
      ∑ i, (z - a i)⁻¹ • obliqueProjector (p i) (x i) = 1 := by
  refine h.matrix_ext fun j => ?_
  rw [← Matrix.mulVec_mulVec, h.sum_mulVec (fun i => (z - a i)⁻¹) j, Matrix.mulVec_smul,
    Matrix.sub_mulVec, Matrix.smul_mulVec, Matrix.one_mulVec, h.right, ← sub_smul, smul_smul,
    inv_mul_cancel₀ (sub_ne_zero.mpr (hz j)), one_smul]
```

## A Jordan block and a non-normal example

For $\begin{pmatrix}e&1\\0&e\end{pmatrix}$, the first component of the right equation reads $eu_0+u_1=eu_0$, so $u_1=0$. The second component of the left equation reads $q_0+\bar e\,q_1=\bar e\,q_1$, so $q_0=0$. Hence $\langle q,u\rangle=\bar q_0u_0+\bar q_1u_1=0$, and no choice of eigenvectors makes the normalised ket-bra meaningful.

```lean
/-- For a two-level Jordan block, any left and right eigenvectors have zero overlap. -/
theorem jordan_overlap_eq_zero (e : ℂ) (u q : Fin 2 → ℂ)
    (hu : !![e, 1; 0, e] *ᵥ u = e • u) (hq : !![e, 1; 0, e]ᴴ *ᵥ q = star e • q) :
    overlap q u = 0 := by
  have h1 : u 1 = 0 := by
    have := congrFun hu 0
    simpa [Matrix.mulVec, dotProduct, Fin.sum_univ_two] using this
  have h0 : q 0 = 0 := by
    have := congrFun hq 1
    simpa [Matrix.mulVec, dotProduct, Fin.sum_univ_two] using this
  simp [overlap, dotProduct, Fin.sum_univ_two, h0, h1]
```

The opening matrix does satisfy the hypotheses. With labels starting at zero, take $x_0=(1,0)$, $x_1=(1,1)$, $p_0=(1,-1)$ and $p_1=(0,1)$. Both overlaps equal 1 for these vectors, or $1/\sqrt2$ after each vector is normalised, and
$$P_0+P_1=\begin{pmatrix}1&-1\\0&0\end{pmatrix}+\begin{pmatrix}0&1\\0&1\end{pmatrix}=1 .$$
The Lean proof checks the eigenvalue equations by components.

```lean
/-- An explicit triangular two-level matrix with its eigenvalues 1 and 2 and its right and
left eigenvectors forms an eigensystem. -/
theorem eigenSystem_witness :
    EigenSystem !![1, 1; 0, 2] ![1, 2] ![![1, 0], ![1, 1]] ![![1, -1], ![0, 1]] where
  distinct := by
    intro i j hij
    fin_cases i <;> fin_cases j <;> simp_all
  right := by
    intro i
    fin_cases i <;> ext k <;> fin_cases k <;>
      simp [Matrix.mulVec, dotProduct, Fin.sum_univ_two]
    norm_num
  left := by
    have h2 : (starRingEnd ℂ) 2 = 2 := map_ofNat (starRingEnd ℂ) 2
    intro i
    fin_cases i <;> ext k <;> fin_cases k <;>
      simp [Matrix.mulVec, dotProduct, Fin.sum_univ_two] <;>
      first
        | exact h2
        | linear_combination -h2
  right_ne := by
    intro i hi
    have h0 := congrFun hi 0
    fin_cases i <;> simp at h0
  left_ne := by
    intro i hi
    have h1 := congrFun hi 1
    fin_cases i <;> simp at h1

end

end BiorthogonalEigenvectors
```

```lean
#print axioms BiorthogonalEigenvectors.EigenSystem.closure
-- 'BiorthogonalEigenvectors.EigenSystem.closure' depends on axioms: [propext, Classical.choice, Quot.sound]
#print axioms BiorthogonalEigenvectors.EigenSystem.pow_eq_sum
-- 'BiorthogonalEigenvectors.EigenSystem.pow_eq_sum' depends on axioms: [propext, Classical.choice, Quot.sound]
#print axioms BiorthogonalEigenvectors.EigenSystem.resolvent
-- 'BiorthogonalEigenvectors.EigenSystem.resolvent' depends on axioms: [propext, Classical.choice, Quot.sound]
#print axioms BiorthogonalEigenvectors.jordan_overlap_eq_zero
-- 'BiorthogonalEigenvectors.jordan_overlap_eq_zero' depends on axioms: [propext, Classical.choice, Quot.sound]
```
